# The free two-particle Dirac Hamiltonian is bounded below by the sum of the masses on the no-pair space

## Operators and conventions

Units are $\hbar=c=1$. A momentum is $p=(p_0,p_1,p_2)$, where $0,1,2$ label $x,y,z$ as in Lean, so $p_0$ is not an energy. With $p_\pm=p_0\pm ip_1$, the Pauli matrices $\sigma_k$, and $\alpha_k,\beta$ in the standard representation, the Dirac Hamiltonian of mass $m$ (`dirac m p`) is

$$H=\sum_k p_k\alpha_k+m\beta=\begin{pmatrix} m&\sigma\cdot p\\ \sigma\cdot p&-m\end{pmatrix},\qquad \sigma\cdot p=\begin{pmatrix}p_2&p_-\\ p_+&-p_2\end{pmatrix}.$$

The energy is $E=\sqrt{m^2+|p|^2}$ (`energy`) and the positive-energy projector is $\Lambda_+=\tfrac12+H/(2E)$ (`posProj`). Primes mark the same objects for a second particle with mass $m'$ and momentum $p'$. The pair Hamiltonian and the no-pair projector are

$$H_2=H\otimes1+1\otimes H',\qquad P=\Lambda_+\otimes\Lambda_+'$$

(`pairHam`, `pairProj`). They act on spinors $v_{ab}$ with $a,b\in\{0,1,2,3\}$, of type `Fin 4 × Fin 4 → ℂ`, and $a$ belongs to the unprimed particle. The squared norm is $\|v\|^2=\sum_{ab}|v_{ab}|^2$ (`normSqr`), and the quadratic form is $Q(v)=\operatorname{Re}\langle v,H_2v\rangle$ (`pairForm`), with the conjugate on the left factor. Both masses are taken positive, as rest masses of massive particles; this gives $E\ge m>0$, so the division in $\Lambda_+$ is by a nonzero number.

## The bound on the no-pair space

For $m,m'>0$, all $p,p'$, and every $v$ with $Pv=v$,

$$Q(v)=(E+E')\,\|v\|^2\ \ge\ (m+m')\,\|v\|^2 .$$

Equal masses give the threshold $2m$. For $v\neq0$ the bound is attained exactly when $p=p'=0$. Every solution of $H_2v=\varepsilon v$ with real $\varepsilon<m+m'$ has $Pv=0$. The inequality carries over to momentum-space wave packets of finite norm and finite energy that satisfy the projector condition at each pair of momenta.

## Free-particle projection in a two-body code

A relativistic two-body code that works in momentum space with free-particle projectors relies on this for the non-interacting part of its Hamiltonian: on the no-pair space that part is multiplication by $E+E'$, and for nonzero $v$ in that space its Rayleigh quotient $Q(v)/\|v\|^2$ can't fall below $m+m'$, or below zero once the rest energies are subtracted. For positronium, with electron and positron both carried as positive-energy particles of mass $m$, the number $2m$ is the non-interacting threshold from which binding is measured. Three matrix identities make cheap checks of an implementation at arbitrary momenta: $H^2=E^2$, $\Lambda_+^2=\Lambda_+$ and $H_2P=(E+E')P$.

## From $H^2=E^2$ to the threshold

The square of $\sigma\cdot p$ has diagonal entries $p_2^2+p_+p_-=|p|^2$ and off-diagonal entries $p_2p_\mp-p_\mp p_2=0$. In $H^2$ the diagonal blocks are therefore $m^2+|p|^2$, and the off-diagonal blocks are $m\,\sigma\cdot p-m\,\sigma\cdot p=0$. Hence $H^2=E^2$, and

$$\Lambda_+^2=\tfrac14+\frac{H}{2E}+\frac{H^2}{4E^2}=\tfrac12+\frac{H}{2E}=\Lambda_+,\qquad H\Lambda_+=\frac H2+\frac{E^2}{2E}=E\Lambda_+ .$$

The product $\Lambda_+H$ expands to the same two terms. $\Lambda_+$ is Hermitian because $H$ is and $E$ is real.

The rule $(A\otimes B)(C\otimes D)=AC\otimes BD$ for $4\times4$ matrices gives

$$H_2P=H\Lambda_+\otimes\Lambda_+'+\Lambda_+\otimes H'\Lambda_+'=(E+E')P,$$

and likewise $PH_2=(E+E')P$. If $Pv=v$, then $H_2v=H_2Pv=(E+E')v$, so $Q(v)=(E+E')\|v\|^2$. From $E^2\ge m^2$ and $E\ge0$ follows $E\ge m$, likewise $E'\ge m'$, and the bound follows.

If $v\ne0$ and the bound is attained, dividing by $\|v\|^2$ leaves $(E-m)+(E'-m')=0$ with both terms nonnegative. So $E=m$, which means $|p|^2=0$, and similarly $p'=0$. Conversely, at rest $E=m$ and $E'=m'$.

If $H_2v=\varepsilon v$, then $\varepsilon Pv=PH_2v=(E+E')Pv$, that is $(E+E'-\varepsilon)Pv=0$. For $\varepsilon<m+m'$ the prefactor is positive, so $Pv=0$.

For a wave packet $\psi(p,p')$ with $P\psi=\psi$ at each pair of momenta, integrating the pointwise inequality gives $(m+m')\int\|\psi\|^2\le\int Q(\psi)$, both integrals over $d^3p\,d^3p'$.

The condition $Pv=v$ has nonzero solutions at all momenta. For $u=(E+m,\,0,\,p_2,\,p_+)$ the four rows of $Hu$ are

$$m(E+m)+|p|^2=E(E+m),\qquad p_+p_2-p_2p_+=0,\qquad p_2(E+m)-mp_2=Ep_2,\qquad p_+(E+m)-mp_+=Ep_+ .$$

So $Hu=Eu$, $\Lambda_+u=\tfrac12u+\tfrac12u=u$, and $P(u\otimes u')=u\otimes u'$. The component $(0,0)$ is $(E+m)(E'+m')>0$. The code leaves $u$ unnormalised. Its squared length is $(E+m)^2+|p|^2=2E(E+m)$, so the unit pair spinor is $u\otimes u'/\sqrt{4EE'(E+m)(E'+m')}$.

## The Lean file

```lean
import Mathlib

open Matrix Complex MeasureTheory
open scoped Kronecker

namespace BrownRavenhallNoPair

noncomputable section

/-- The three Dirac matrices `α_x, α_y, α_z` in the standard representation. -/
def alpha : Fin 3 → Matrix (Fin 4) (Fin 4) ℂ :=
  ![!![0, 0, 0, 1; 0, 0, 1, 0; 0, 1, 0, 0; 1, 0, 0, 0],
    !![0, 0, 0, -I; 0, 0, I, 0; 0, -I, 0, 0; I, 0, 0, 0],
    !![0, 0, 1, 0; 0, 0, 0, -1; 1, 0, 0, 0; 0, -1, 0, 0]]

/-- The Dirac matrix `β` in the standard representation. -/
def beta : Matrix (Fin 4) (Fin 4) ℂ := !![1, 0, 0, 0; 0, 1, 0, 0; 0, 0, -1, 0; 0, 0, 0, -1]

/-- The free Dirac Hamiltonian `H = α·p + β m` at momentum `p`. -/
def dirac (m : ℝ) (p : Fin 3 → ℝ) : Matrix (Fin 4) (Fin 4) ℂ :=
  ∑ k, (p k : ℂ) • alpha k + (m : ℂ) • beta

/-- The relativistic energy `E = √(m² + p²)`. -/
def energy (m : ℝ) (p : Fin 3 → ℝ) : ℝ := Real.sqrt (m ^ 2 + ∑ k, p k ^ 2)

/-- The positive-energy projector `Λ₊ = 1/2 + H/(2E)`. -/
def posProj (m : ℝ) (p : Fin 3 → ℝ) : Matrix (Fin 4) (Fin 4) ℂ :=
  (1 / 2 : ℂ) • (1 : Matrix (Fin 4) (Fin 4) ℂ) + (1 / (2 * (energy m p : ℂ))) • dirac m p

/-- The free two-particle Hamiltonian `H(m,p) ⊗ 1 + 1 ⊗ H(m',p')`. -/
def pairHam (m m' : ℝ) (p p' : Fin 3 → ℝ) : Matrix (Fin 4 × Fin 4) (Fin 4 × Fin 4) ℂ :=
  dirac m p ⊗ₖ (1 : Matrix (Fin 4) (Fin 4) ℂ) + (1 : Matrix (Fin 4) (Fin 4) ℂ) ⊗ₖ dirac m' p'

/-- The no-pair projector `Λ₊(m,p) ⊗ Λ₊(m',p')`. -/
def pairProj (m m' : ℝ) (p p' : Fin 3 → ℝ) : Matrix (Fin 4 × Fin 4) (Fin 4 × Fin 4) ℂ :=
  posProj m p ⊗ₖ posProj m' p'

/-- The squared norm `‖v‖²` of a two-particle spinor. -/
def normSqr (v : Fin 4 × Fin 4 → ℂ) : ℝ := ∑ i, ‖v i‖ ^ 2

/-- The quadratic form `Re ⟨v, H₂ v⟩` of the two-particle Hamiltonian. -/
def pairForm (m m' : ℝ) (p p' : Fin 3 → ℝ) (v : Fin 4 × Fin 4 → ℂ) : ℝ :=
  (star v ⬝ᵥ pairHam m m' p p' *ᵥ v).re

/-- The spinor `u = (E + m, 0, p_z, p_x + i p_y)`. -/
def spinor (m : ℝ) (p : Fin 3 → ℝ) : Fin 4 → ℂ :=
  ![(energy m p : ℂ) + m, 0, p 2, p 0 + I * p 1]

/-- The product spinor `u(m,p) ⊗ u(m',p')`. -/
def pairSpinor (m m' : ℝ) (p p' : Fin 3 → ℝ) : Fin 4 × Fin 4 → ℂ :=
  fun i => spinor m p i.1 * spinor m' p' i.2

/-- The Dirac Hamiltonian written out entry by entry. -/
theorem dirac_eq (m : ℝ) (p : Fin 3 → ℝ) : dirac m p =
    !![(m : ℂ), 0, (p 2 : ℂ), (p 0 : ℂ) - I * p 1;
       0, (m : ℂ), (p 0 : ℂ) + I * p 1, -(p 2 : ℂ);
       (p 2 : ℂ), (p 0 : ℂ) - I * p 1, -(m : ℂ), 0;
       (p 0 : ℂ) + I * p 1, -(p 2 : ℂ), 0, -(m : ℂ)] := by
  simp only [dirac, Fin.sum_univ_three]
  ext i j
  fin_cases i <;> fin_cases j <;> simp [alpha, beta] <;> ring

/-- The energy obeys `E² = m² + p²` and `E ≥ m`. -/
theorem energy_spec (m : ℝ) (p : Fin 3 → ℝ) :
    energy m p ^ 2 = m ^ 2 + (p 0 ^ 2 + p 1 ^ 2 + p 2 ^ 2) ∧ m ≤ energy m p := by
  have h : energy m p ^ 2 = m ^ 2 + (p 0 ^ 2 + p 1 ^ 2 + p 2 ^ 2) := by
    rw [energy, Real.sq_sqrt (by positivity), Fin.sum_univ_three]
  have h0 : 0 ≤ energy m p := Real.sqrt_nonneg _
  refine ⟨h, ?_⟩
  by_contra hlt
  have hd : 0 < m - energy m p := by linarith [not_le.mp hlt]
  nlinarith [mul_pos hd hd, mul_nonneg hd.le h0, sq_nonneg (p 0), sq_nonneg (p 1),
    sq_nonneg (p 2)]

/-- The Dirac Hamiltonian squares to `E²` times the identity. -/
theorem dirac_mul_self (m : ℝ) (p : Fin 3 → ℝ) :
    dirac m p * dirac m p = ((energy m p : ℂ) ^ 2) • (1 : Matrix (Fin 4) (Fin 4) ℂ) := by
  have h : (energy m p : ℂ) ^ 2 = m ^ 2 + (p 0 ^ 2 + p 1 ^ 2 + p 2 ^ 2) := by
    exact_mod_cast (energy_spec m p).1
  rw [h, dirac_eq]
  ext i j
  fin_cases i <;> fin_cases j <;>
    simp [Matrix.mul_apply, Fin.sum_univ_four] <;>
    first
      | ring1
      | linear_combination (-(p 1 : ℂ) ^ 2) * I_sq

/-- For `m > 0`, `Λ₊` is idempotent and Hermitian, and `H Λ₊ = Λ₊ H = E Λ₊`. -/
theorem posProj_spec {m : ℝ} (hm : 0 < m) (p : Fin 3 → ℝ) :
    posProj m p * posProj m p = posProj m p ∧ (posProj m p)ᴴ = posProj m p ∧
    dirac m p * posProj m p = (energy m p : ℂ) • posProj m p ∧
    posProj m p * dirac m p = (energy m p : ℂ) • posProj m p := by
  have hE : (energy m p : ℂ) ≠ 0 := by
    exact_mod_cast (lt_of_lt_of_le hm (energy_spec m p).2).ne'
  have hH : (dirac m p)ᴴ = dirac m p := by
    rw [dirac_eq]
    ext i j
    fin_cases i <;> fin_cases j <;> simp [Matrix.conjTranspose_apply] <;> ring
  refine ⟨?_, ?_, ?_, ?_⟩
  · simp only [posProj, add_mul, mul_add, smul_mul_assoc, mul_smul_comm, one_mul, mul_one,
      dirac_mul_self]
    match_scalars <;> field_simp <;> ring
  · simp [posProj, conjTranspose_add, conjTranspose_smul, hH]
  · simp only [posProj, mul_add, mul_smul_comm, mul_one, dirac_mul_self]
    match_scalars <;> field_simp
  · simp only [posProj, add_mul, smul_mul_assoc, one_mul, dirac_mul_self]
    match_scalars <;> field_simp

/-- The two-particle Hamiltonian times the no-pair projector, in either order, is
`(E + E')` times the projector. -/
theorem pairHam_pairProj {m m' : ℝ} (hm : 0 < m) (hm' : 0 < m') (p p' : Fin 3 → ℝ) :
    pairHam m m' p p' * pairProj m m' p p'
      = ((energy m p : ℂ) + energy m' p') • pairProj m m' p p' ∧
    pairProj m m' p p' * pairHam m m' p p'
      = ((energy m p : ℂ) + energy m' p') • pairProj m m' p p' := by
  obtain ⟨-, -, h1, h2⟩ := posProj_spec hm p
  obtain ⟨-, -, h3, h4⟩ := posProj_spec hm' p'
  constructor
  · rw [pairHam, pairProj, add_mul, ← mul_kronecker_mul, ← mul_kronecker_mul, one_mul, one_mul,
      h1, h3, smul_kronecker, kronecker_smul, add_smul]
  · rw [pairHam, pairProj, mul_add, ← mul_kronecker_mul, ← mul_kronecker_mul, mul_one, mul_one,
      h2, h4, smul_kronecker, kronecker_smul, add_smul]

/-- On spinors fixed by `Λ₊ ⊗ Λ₊'` the quadratic form of the two-particle Hamiltonian equals
`(E + E') ‖v‖²` and is at least `(m + m') ‖v‖²`. -/
theorem noPair_lower_bound {m m' : ℝ} (hm : 0 < m) (hm' : 0 < m') (p p' : Fin 3 → ℝ)
    (v : Fin 4 × Fin 4 → ℂ) (hv : pairProj m m' p p' *ᵥ v = v) :
    pairForm m m' p p' v = (energy m p + energy m' p') * normSqr v ∧
    (m + m') * normSqr v ≤ pairForm m m' p p' v := by
  -- `H₂ v = H₂ P v = (E + E') v`
  have heig : pairHam m m' p p' *ᵥ v = ((energy m p : ℂ) + energy m' p') • v := by
    have h := congrArg (fun A => A *ᵥ v) (pairHam_pairProj hm hm' p p').1
    simp only [← Matrix.mulVec_mulVec, Matrix.smul_mulVec, hv] at h
    exact h
  have hn : star v ⬝ᵥ v = (normSqr v : ℂ) := by
    unfold normSqr dotProduct
    push_cast
    refine Finset.sum_congr rfl fun i _ => ?_
    rw [Pi.star_apply, Complex.star_def, Complex.conj_mul']
  have hform : pairForm m m' p p' v = (energy m p + energy m' p') * normSqr v := by
    rw [pairForm, heig, dotProduct_smul, hn, smul_eq_mul, ← ofReal_add, ← ofReal_mul, ofReal_re]
  have h0 : 0 ≤ normSqr v := Finset.sum_nonneg fun i _ => by positivity
  refine ⟨hform, ?_⟩
  rw [hform]
  exact mul_le_mul_of_nonneg_right (add_le_add (energy_spec m p).2 (energy_spec m' p').2) h0

/-- For positive masses and a nonzero spinor fixed by `Λ₊ ⊗ Λ₊'` the form equals `(m + m') ‖v‖²`
exactly when both momenta vanish. -/
theorem noPair_eq_threshold_iff {m m' : ℝ} (hm : 0 < m) (hm' : 0 < m') (p p' : Fin 3 → ℝ)
    (v : Fin 4 × Fin 4 → ℂ) (hv : pairProj m m' p p' *ᵥ v = v) (hv0 : v ≠ 0) :
    pairForm m m' p p' v = (m + m') * normSqr v ↔ p = 0 ∧ p' = 0 := by
  have hn : normSqr v ≠ 0 := by
    intro h
    apply hv0
    funext i
    have := (Finset.sum_eq_zero_iff_of_nonneg (fun j _ => sq_nonneg ‖v j‖)).1 h i
      (Finset.mem_univ i)
    simpa using this
  -- `E = m` holds only at rest
  have rest : ∀ (a : ℝ) (q : Fin 3 → ℝ), energy a q = a → q = 0 := by
    intro a q h
    have hs := (energy_spec a q).1
    rw [h] at hs
    have h0 : q 0 ^ 2 = 0 := by nlinarith [sq_nonneg (q 0), sq_nonneg (q 1), sq_nonneg (q 2)]
    have h1 : q 1 ^ 2 = 0 := by nlinarith [sq_nonneg (q 0), sq_nonneg (q 1), sq_nonneg (q 2)]
    have h2 : q 2 ^ 2 = 0 := by nlinarith [sq_nonneg (q 0), sq_nonneg (q 1), sq_nonneg (q 2)]
    funext k
    fin_cases k
    · simpa using h0
    · simpa using h1
    · simpa using h2
  rw [(noPair_lower_bound hm hm' p p' v hv).1]
  constructor
  · intro h
    have hE := mul_right_cancel₀ hn h
    have h1 := (energy_spec m p).2
    have h2 := (energy_spec m' p').2
    exact ⟨rest m p (by linarith), rest m' p' (by linarith)⟩
  · rintro ⟨rfl, rfl⟩
    simp [energy, Real.sqrt_sq hm.le, Real.sqrt_sq hm'.le]

/-- A solution of `H₂ v = ε v` with `ε < m + m'` is annihilated by `Λ₊ ⊗ Λ₊'`. -/
theorem pairProj_kills_subthreshold {m m' : ℝ} (hm : 0 < m) (hm' : 0 < m') (p p' : Fin 3 → ℝ)
    (ε : ℝ) (hε : ε < m + m') (v : Fin 4 × Fin 4 → ℂ)
    (hv : pairHam m m' p p' *ᵥ v = (ε : ℂ) • v) : pairProj m m' p p' *ᵥ v = 0 := by
  -- `ε P v = P H₂ v = (E + E') P v`
  have h := congrArg (fun A => A *ᵥ v) (pairHam_pairProj hm hm' p p').2
  simp only [← Matrix.mulVec_mulVec, Matrix.smul_mulVec, hv, Matrix.mulVec_smul] at h
  have h0 : ((energy m p : ℂ) + energy m' p' - ε) • (pairProj m m' p p' *ᵥ v) = 0 := by
    rw [sub_smul, ← h, sub_self]
  have hr : energy m p + energy m' p' - ε ≠ 0 := by
    have h1 := (energy_spec m p).2
    have h2 := (energy_spec m' p').2
    exact ne_of_gt (by linarith)
  exact (smul_eq_zero.1 h0).resolve_left (by exact_mod_cast hr)

/-- For a square-integrable wave packet `ψ(p,p')` of finite energy, fixed by `Λ₊ ⊗ Λ₊'` at each
pair of momenta, the integrated form is at least `(m + m') ∫ ‖ψ‖²`. -/
theorem noPair_wave_packet {m m' : ℝ} (hm : 0 < m) (hm' : 0 < m')
    (ψ : (Fin 3 → ℝ) × (Fin 3 → ℝ) → Fin 4 × Fin 4 → ℂ)
    (hψ : ∀ k, pairProj m m' k.1 k.2 *ᵥ ψ k = ψ k)
    (hN : Integrable fun k => normSqr (ψ k))
    (hF : Integrable fun k => pairForm m m' k.1 k.2 (ψ k)) :
    (m + m') * ∫ k, normSqr (ψ k) ≤ ∫ k, pairForm m m' k.1 k.2 (ψ k) := by
  rw [← integral_const_mul]
  exact integral_mono (hN.const_mul _) hF fun k =>
    (noPair_lower_bound hm hm' k.1 k.2 (ψ k) (hψ k)).2

/-- For positive masses and all momenta the product spinor `u ⊗ u'` is nonzero and fixed by `Λ₊ ⊗
Λ₊'`. -/
theorem noPair_witness {m m' : ℝ} (hm : 0 < m) (hm' : 0 < m') (p p' : Fin 3 → ℝ) :
    pairProj m m' p p' *ᵥ pairSpinor m m' p p' = pairSpinor m m' p p' ∧
    pairSpinor m m' p p' ≠ 0 := by
  have key : ∀ (a : ℝ) (q : Fin 3 → ℝ), 0 < a → posProj a q *ᵥ spinor a q = spinor a q := by
    intro a q ha
    have hE : (energy a q : ℂ) ≠ 0 := by
      exact_mod_cast (lt_of_lt_of_le ha (energy_spec a q).2).ne'
    have h : (energy a q : ℂ) ^ 2 = a ^ 2 + (q 0 ^ 2 + q 1 ^ 2 + q 2 ^ 2) := by
      exact_mod_cast (energy_spec a q).1
    -- `H u = E u`
    have hu : dirac a q *ᵥ spinor a q = (energy a q : ℂ) • spinor a q := by
      rw [dirac_eq]
      ext i
      fin_cases i <;> simp [spinor, Matrix.mulVec, dotProduct, Fin.sum_univ_four] <;>
        first
          | ring1
          | linear_combination (-1 : ℂ) * h - (q 1 : ℂ) ^ 2 * I_sq
    simp only [posProj, Matrix.add_mulVec, Matrix.smul_mulVec, Matrix.one_mulVec, hu]
    match_scalars
    field_simp
    ring
  constructor
  · ext ⟨i, j⟩
    have h1 : ∑ a, posProj m p i a * spinor m p a = spinor m p i := congrFun (key m p hm) i
    have h2 : ∑ b, posProj m' p' j b * spinor m' p' b = spinor m' p' j :=
      congrFun (key m' p' hm') j
    calc _ = (∑ a, posProj m p i a * spinor m p a) * ∑ b, posProj m' p' j b * spinor m' p' b := by
          rw [Finset.sum_mul_sum]
          simp only [pairProj, Matrix.mulVec, dotProduct, Fintype.sum_prod_type,
            kroneckerMap_apply, pairSpinor]
          exact Finset.sum_congr rfl fun a _ => Finset.sum_congr rfl fun b _ => by ring
      _ = _ := by simp only [h1, h2, pairSpinor]
  · intro h
    have h0 : ((energy m p : ℂ) + m) * (energy m' p' + m') = 0 := by
      simpa [pairSpinor, spinor] using congrFun h (0, 0)
    have h1 : (energy m p + m) * (energy m' p' + m') = 0 := by exact_mod_cast h0
    have h2 : 0 < energy m p + m := by linarith [(energy_spec m p).2]
    have h3 : 0 < energy m' p' + m' := by linarith [(energy_spec m' p').2]
    exact (mul_pos h2 h3).ne' h1

end

end BrownRavenhallNoPair
```

```lean
#print axioms BrownRavenhallNoPair.noPair_lower_bound
#print axioms BrownRavenhallNoPair.noPair_eq_threshold_iff
#print axioms BrownRavenhallNoPair.pairProj_kills_subthreshold
#print axioms BrownRavenhallNoPair.noPair_wave_packet
```

```
'BrownRavenhallNoPair.noPair_lower_bound' depends on axioms: [propext, Classical.choice, Quot.sound]
'BrownRavenhallNoPair.noPair_eq_threshold_iff' depends on axioms: [propext, Classical.choice, Quot.sound]
'BrownRavenhallNoPair.pairProj_kills_subthreshold' depends on axioms: [propext, Classical.choice, Quot.sound]
'BrownRavenhallNoPair.noPair_wave_packet' depends on axioms: [propext, Classical.choice, Quot.sound]
```

## The theorems and their tactic steps

`dirac_eq` writes out the sixteen entries of $H$. `energy_spec` gives $E^2=m^2+|p|^2$ and $E\ge m$ for any real $m$. The inequality is by contradiction: with $d=m-E>0$ one has $m^2-E^2=d^2+2dE>0$, and the first two hints to `nlinarith` are the signs of $d^2$ and $dE$. `dirac_mul_self` checks $H^2=E^2$ entry by entry instead of by blocks, and `I_sq` supplies $i^2=-1$ in $p_+p_-$. In `posProj_spec` each product is expanded, $H^2$ is replaced, and `match_scalars` compares the coefficients of $1$ and $H$, as in the expansions above. `pairHam_pairProj` is the product rule `mul_kronecker_mul` followed by the one-particle identities.

`noPair_lower_bound` expresses membership of the no-pair space by the hypothesis `pairProj m m' p p' *ᵥ v = v`, which $v=0$ also satisfies. Its step `heig` is $H_2v=(E+E')v$, `hn` identifies $\langle v,v\rangle$ with $\|v\|^2$, and `hform` is the equality. `noPair_eq_threshold_iff` adds `v ≠ 0`, cancels the norm by `mul_right_cancel₀`, and uses `rest`, which says that $E=m$ forces all three squared components to vanish. `pairProj_kills_subthreshold` applies $PH_2=(E+E')P$ to $v$ and excludes a vanishing prefactor in `hr`.

`noPair_wave_packet` integrates with Lebesgue measure on $\mathbb R^3\times\mathbb R^3$, a point `k` being the pair `k.1`, `k.2`. It assumes the projector condition `hψ` at every point, not merely almost everywhere, together with integrability of the norm density (`hN`, a normalisable state) and of the energy density (`hF`, finite mean energy). The proof is `integral_mono` applied to the pointwise bound. In `noPair_witness`, `hu` is the row computation $Hu=Eu$, `key` is $\Lambda_+u=u$, and `Finset.sum_mul_sum` factorises $P(u\otimes u')$ into one-particle sums.

## Both particles at rest, and the other energy sectors

At $p=p'=0$ one has $H=m\beta$, $E=m$, $\Lambda_+=\operatorname{diag}(1,1,0,0)$ and $u=(2m,0,0,0)$, of unit form $(1,0,0,0)$. Then $P$ keeps the four components $v_{ab}$ with $a,b\in\{0,1\}$, on which $H_2$ equals $m+m'$. For momenta small against the masses, $E+E'\approx m+m'+|p|^2/2m+|p'|^2/2m'$, so the excess over the threshold is the Schrödinger kinetic energy.

The algebra would run the same way for $\Lambda_-=\tfrac12-H/(2E)$, with $H\Lambda_-=-E\Lambda_-$. On $\Lambda_-\otimes\Lambda_-'$ one expects $-(E+E')\le-(m+m')$, and on the mixed sector $\Lambda_+\otimes\Lambda_-'$ the value $E-E'$, which can be tuned to any real number with both momenta as large as one likes. When an interaction couples a would-be bound state to this mixed continuum at the same energy, as for two electrons in the field of a nucleus, the result is the Brown–Ravenhall problem of the unprojected operator, and the no-pair projection removes the sectors that carry it. For an isolated pair the total momentum is conserved and restricts $E-E'$, which vanishes for equal masses at total momentum zero. The small-momentum expansion and the statements about $\Lambda_-$ are informal and have no theorem behind them in the file.

## Limits: no interaction, exact free projectors

The Brown–Ravenhall operator proper is the projected Hamiltonian with a Coulomb term, which couples different momenta. The theorems treat the free operator, a $16\times16$ matrix at fixed momenta, and say nothing about whether the interacting one is bounded below. An attraction may put no-pair states under $m+m'$, as it does for bound positronium, so with an attraction present a computed energy below threshold need not be an error; the theorems rule out such an energy on the no-pair space for the non-interacting operator alone. In the same way `pairProj_kills_subthreshold` concerns eigenvectors of the free $H_2$, and it doesn't assert that any exist.

The projectors are those of the free particle. Projectors built from an external or mean field, or from diagonalising a Dirac matrix in a finite spatial basis, are different operators. The condition $Pv=v$ is exact, and no estimate is given for a spinor that satisfies it only to rounding error. Idempotence and Hermiticity are stated for $\Lambda_+$ and not separately for $P$. Nonzero no-pair spinors are exhibited at each pair of momenta, while a nonzero integrable wave packet is not constructed. No antisymmetry is imposed on $v$ or $\psi$; antisymmetric states of identical fermions are covered as far as they meet the hypotheses.
